# Discrete tiling theorem for the nodal pockets of a symmetry-sector ground state

A fermionic wave function changes sign under exchange of two particles. Fixed-node diffusion Monte Carlo confines each walker to a region where a chosen trial wave function keeps one sign, a nodal pocket, so a run samples only the pockets in which its walkers start. This raises the question whether a wave function has pockets that are unrelated by symmetry. For finitely many configurations, a real symmetric Hamiltonian matrix $H$ that is invariant under the symmetry group and has nonpositive off-diagonal (hopping) elements, and a nondegenerate ground state of a sector in which every symmetry operation multiplies the wave function by $1$ or $-1$, that ground state has none: the symmetry images of any one pocket cover every configuration of nonzero amplitude. The tiling theorem of the continuum concerns electrons in real space, where pockets are bounded by nodal surfaces. Here connectivity is defined by the matrix elements of $H$, and a hop may lead directly from a positive to a negative amplitude.

## Setting

The configurations $i, j, p, q$ form a finite set $\iota$, and a group $G$ acts on them, $i \mapsto gi$, written `g • i`. For labelled particles on a lattice, $i$ is the list of positions and $G$ permutes the labels. $G$ is not assumed finite.

```lean
import Mathlib

open Matrix

namespace DiscreteTiling

noncomputable section

variable {ι G : Type*} [Fintype ι] [Group G] [MulAction G ι]
```

A sign character is a homomorphism $\chi : G \to \{1,-1\}$, in Lean `G →* ℤˣ`; for fermions it is the parity of the permutation. A real vector $v$ lies in the sector if $v_{gi} = \chi(g)\,v_i$ for all $g$ and $i$.

```lean
/-- The symmetry sector of the sign character `χ`: amplitudes with `v (g • i) = χ g * v i`. -/
def InSector (χ : G →* ℤˣ) (v : ι → ℝ) : Prop :=
  ∀ (g : G) (i : ι), v (g • i) = ((χ g : ℤ) : ℝ) * v i
```

For a real matrix $H$ and an energy $E$, the Rayleigh quotient and the excess are
$$R(v) = \frac{v\cdot Hv}{v\cdot v}, \qquad Q_E(v) = v\cdot Hv - E\, v\cdot v .$$
Lean evaluates $R(0)$ to $0$, so every condition on $R$ below carries $v \ne 0$, while $Q_E$ has no division.

```lean
/-- The Rayleigh quotient `v·Hv / v·v`. -/
def rayleigh (H : Matrix ι ι ℝ) (v : ι → ℝ) : ℝ := (v ⬝ᵥ H *ᵥ v) / (v ⬝ᵥ v)

/-- The energy excess `v·Hv - E v·v` over a reference energy `E`. -/
def excess (H : Matrix ι ι ℝ) (E : ℝ) (v : ι → ℝ) : ℝ := v ⬝ᵥ H *ᵥ v - E * (v ⬝ᵥ v)
```

A sector ground state $\psi$ is a nonzero sector vector with $R(\psi) \le R(v)$ for every nonzero sector vector $v$, such that equality forces $v = c\psi$ for a real $c$. It need not be normalised. Uniqueness up to scale is assumed and not derived.

```lean
/-- `ψ` is a nonzero vector of the `χ` sector that minimises the Rayleigh quotient among the
nonzero vectors of the sector, uniquely up to scale. -/
structure IsSectorGround (χ : G →* ℤˣ) (H : Matrix ι ι ℝ) (ψ : ι → ℝ) : Prop where
  ne_zero : ψ ≠ 0
  mem : InSector χ ψ
  minimal : ∀ v, InSector χ v → v ≠ 0 → rayleigh H ψ ≤ rayleigh H v
  unique : ∀ v, InSector χ v → v ≠ 0 → rayleigh H v = rayleigh H ψ → ∃ c : ℝ, v = c • ψ
```

An edge $i \to j$ is a pair with $H_{ij} \ne 0$. The pocket $P(p)$ holds $p$ and every $q$ reached from $p$ by finitely many edges with $\psi_i\psi_j > 0$, which `Relation.ReflTransGen` expresses. The support $S = \{i : \psi_i \neq 0\}$ is `Function.support ψ`.

```lean
/-- The nodal pocket of `p`: configurations reached from `p` by steps `i → j` with
`H i j ≠ 0` and `ψ i * ψ j > 0`. -/
def pocket (H : Matrix ι ι ℝ) (ψ : ι → ℝ) (p : ι) : Set ι :=
  {q | Relation.ReflTransGen (fun i j => H i j ≠ 0 ∧ 0 < ψ i * ψ j) p q}
```

## (a) Positive norm

**Task.** Show that $v \cdot v > 0$ for $v \ne 0$.

**Solution.** The sum $\sum_i v_i^2$ has nonnegative terms and vanishes only if every $v_i$ does.

```lean
/-- A nonzero vector has positive squared norm. -/
theorem normSq_pos {v : ι → ℝ} (hv : v ≠ 0) : 0 < v ⬝ᵥ v :=
  lt_of_le_of_ne (Finset.sum_nonneg fun _ _ => mul_self_nonneg _)
    (fun h => hv (dotProduct_self_eq_zero.mp h.symm))
```

## (b) Minimality without division

**Task.** Let $\psi$ be a sector ground state and $E = R(\psi)$. Show that every sector vector $v$, the zero vector included, has $Q_E(v) \ge 0$, and that $Q_E(v) = 0$ implies $v = c\psi$.

**Solution.** For $v = 0$ the excess is zero and $c = 0$ serves. Otherwise $v\cdot v > 0$ by (a), and multiplying $E \le R(v)$ by $v \cdot v$ gives $E\, v\cdot v \le v\cdot Hv$. If $Q_E(v) = 0$, dividing by $v\cdot v$ gives $R(v) = E$, and uniqueness applies. In Lean `le_div_iff₀` and `div_eq_iff` clear the denominator. The zero case is needed in (e), where one part of $\psi$ may vanish.

```lean
/-- Every vector of the sector has nonnegative excess over the Rayleigh quotient of the sector
ground state (assumed unique up to scale), and zero excess forces it to be a multiple of that state. -/
theorem excess_sector {χ : G →* ℤˣ} {H : Matrix ι ι ℝ} {ψ v : ι → ℝ}
    (hψ : IsSectorGround χ H ψ) (hv : InSector χ v) :
    0 ≤ excess H (rayleigh H ψ) v ∧
      (excess H (rayleigh H ψ) v = 0 → ∃ c : ℝ, v = c • ψ) := by
  by_cases h0 : v = 0
  · subst h0
    exact ⟨by simp [excess], fun _ => ⟨0, by simp⟩⟩
  · have hp := normSq_pos h0
    constructor
    · have h : rayleigh H ψ ≤ (v ⬝ᵥ H *ᵥ v) / (v ⬝ᵥ v) := hψ.minimal v hv h0
      exact sub_nonneg.2 ((le_div_iff₀ hp).1 h)
    · intro h
      exact hψ.unique v hv h0 ((div_eq_iff hp.ne').2 (sub_eq_zero.1 h))
```

## (c) Excess of an orthogonal sum

**Task.** For symmetric $H$, any $E$ and $x\cdot y = 0$, show $Q_E(x+y) = Q_E(x) + Q_E(y) + 2\,x\cdot Hy$.

**Solution.** Expanding,
$$(x+y)\cdot H(x+y) = x\cdot Hx + y\cdot Hy + x\cdot Hy + y\cdot Hx,$$
and $y\cdot Hx = H^{\mathsf T}y\cdot x = x\cdot Hy$ by symmetry, which is `hs`. The norm expands as $x\cdot x + y\cdot y + 2\,x\cdot y$ with vanishing cross term. Subtracting $E$ times the norm gives the claim.

```lean
/-- For symmetric `H` and orthogonal `x`, `y`, the excess of `x + y` is the sum of the two
excesses plus twice the coupling `x·Hy`. -/
theorem excess_add {H : Matrix ι ι ℝ} (hH : H.IsSymm) (E : ℝ) {x y : ι → ℝ}
    (hxy : x ⬝ᵥ y = 0) :
    excess H E (x + y) = excess H E x + excess H E y + 2 * (x ⬝ᵥ H *ᵥ y) := by
  have hs : y ⬝ᵥ H *ᵥ x = x ⬝ᵥ H *ᵥ y := by
    rw [dotProduct_mulVec, ← mulVec_transpose, hH.eq, dotProduct_comm]
  have hyx : y ⬝ᵥ x = 0 := by rw [dotProduct_comm, hxy]
  simp only [excess, mulVec_add, add_dotProduct, dotProduct_add, hs, hxy, hyx]
  ring
```

## (d) Sign of the coupling across a cut

**Task.** Let $H_{ij} \le 0$ for $i \ne j$, let $\psi$ be any real vector, and let $U \subseteq \iota$ satisfy $\psi_i\psi_j \le 0$ whenever $i \in U$, $j \notin U$ and $H_{ij} \neq 0$. Let $\varphi$ equal $\psi$ on $U$ and zero elsewhere, and let $\rho$ equal $\psi$ off $U$ and zero on $U$. Show $\varphi\cdot H\rho \ge 0$.

**Solution.** Only terms with $i \in U$ and $j \notin U$ survive:
$$\varphi\cdot H\rho = \sum_{i\in U}\sum_{j\notin U} H_{ij}\,\psi_i\psi_j .$$
In such a term $i \ne j$. Either $H_{ij} = 0$, or $H_{ij} \le 0$ and $\psi_i\psi_j \le 0$, so the product is nonnegative. The Lean proof bounds the double sum term by term and hands `nlinarith` the product $(-H_{ij})(-\psi_i\psi_j) \ge 0$.

```lean
/-- With nonpositive off-diagonal `H` and `ψ i * ψ j ≤ 0` on all edges leaving `U`, the
coupling between the parts of `ψ` inside and outside `U` is nonnegative. -/
theorem coupling_nonneg {H : Matrix ι ι ℝ} (hoff : ∀ i j, i ≠ j → H i j ≤ 0) {ψ : ι → ℝ}
    {U : Set ι} (hedge : ∀ i ∈ U, ∀ j ∉ U, H i j ≠ 0 → ψ i * ψ j ≤ 0) :
    0 ≤ U.indicator ψ ⬝ᵥ H *ᵥ Uᶜ.indicator ψ := by
  simp only [dotProduct, mulVec, Finset.mul_sum]
  refine Finset.sum_nonneg fun i _ => Finset.sum_nonneg fun j _ => ?_
  by_cases hi : i ∈ U
  · by_cases hj : j ∈ U
    · simp [hj]
    · rw [Set.indicator_of_mem hi, Set.indicator_of_mem (show j ∈ Uᶜ from hj)]
      by_cases h0 : H i j = 0
      · simp [h0]
      · have h1 := hoff i j (fun h => hj (h ▸ hi))
        have h2 := hedge i hi j hj h0
        nlinarith [mul_nonneg (neg_nonneg.2 h1) (neg_nonneg.2 h2)]
  · simp [hi]
```

The cut is made with `Set.indicator`. The function `U.indicator ψ` takes the value $\psi_i$ for $i \in U$ and $0$ otherwise, so $\varphi$ is `U.indicator ψ` and $\rho$ is `Uᶜ.indicator ψ`. Both remain vectors on all of $\iota$, so the same matrix $H$, the same `InSector` and the minimality of $\psi$ apply to them without passing to a submatrix on $U$. Claims about their entries are settled by the case split `by_cases hi : i ∈ U`, after which `simp` or `Set.indicator_of_mem` replaces the indicator by its value. The identity $\varphi + \rho = \psi$ is `Set.indicator_self_add_compl`.

## (e) A nonempty invariant region of the support that no same-sign edge leaves is the whole support

**Task.** Let $H$ be symmetric (`hH`) with nonpositive off-diagonal elements (`hoff`), and let $\psi$ be a sector ground state. Let $U$ be nonempty (`hne`), contained in $S$ (`hsupp`), mapped into itself by every $g$ (`hU`), and satisfy the edge condition of (d) (`hedge`). Show $U = S$. Invariance of $H$ under $G$ is not among the hypotheses.

**Solution.** The complement of $U$ is invariant too: if $i \notin U$ and $gi \in U$, then $i = g^{-1}(gi) \in U$ (`hU'`). Hence $\varphi_{gi} = \chi(g)\varphi_i$: for $i \in U$ this is the sector condition on $\psi$, and for $i \notin U$ both sides are zero. The same holds for $\rho$ with the cases exchanged (`hin`, `hout`). The two parts have disjoint supports, so $\varphi\cdot\rho = 0$ (`horth`). With $E = R(\psi)$ one has $Q_E(\psi) = 0$ (`h0`), and (c) gives
$$0 = Q_E(\varphi) + Q_E(\rho) + 2\,\varphi\cdot H\rho .$$
The first two terms are nonnegative by (b) and the third by (d), so $Q_E(\varphi) = 0$, which `linarith` extracts, and (b) gives $\varphi = c\psi$. At a point $p \in U$ this reads $\psi_p = c\,\psi_p$ with $\psi_p \ne 0$, so $c \neq 0$ (`hc0`). At a point $j \notin U$ it reads $0 = c\,\psi_j$, so $\psi_j = 0$. Therefore $S \subseteq U$, and $U \subseteq S$ was assumed.

```lean
/-- For symmetric `H` with nonpositive off-diagonal elements and `ψ` the ground state of the
`χ` sector, unique up to scale, a nonempty `G`-invariant set `U` in the support of `ψ` with `ψ i * ψ j ≤ 0` on all
edges leaving `U` is the whole support. -/
theorem invariant_region_eq_support {χ : G →* ℤˣ} {H : Matrix ι ι ℝ} {ψ : ι → ℝ}
    (hH : H.IsSymm) (hoff : ∀ i j, i ≠ j → H i j ≤ 0) (hψ : IsSectorGround χ H ψ)
    {U : Set ι} (hne : U.Nonempty) (hsupp : U ⊆ Function.support ψ)
    (hU : ∀ (g : G), ∀ i ∈ U, g • i ∈ U)
    (hedge : ∀ i ∈ U, ∀ j ∉ U, H i j ≠ 0 → ψ i * ψ j ≤ 0) :
    U = Function.support ψ := by
  have hU' : ∀ (g : G), ∀ i ∉ U, g • i ∉ U := fun g i hi h =>
    hi (by simpa using hU g⁻¹ _ h)
  -- both pieces of ψ stay in the sector
  have hin : InSector χ (U.indicator ψ) := fun g i => by
    by_cases hi : i ∈ U
    · simp [hi, hU g i hi, hψ.mem g i]
    · simp [hi, hU' g i hi]
  have hout : InSector χ (Uᶜ.indicator ψ) := fun g i => by
    by_cases hi : i ∈ U
    · simp [hi, hU g i hi]
    · simp [hi, hU' g i hi, hψ.mem g i]
  have horth : U.indicator ψ ⬝ᵥ Uᶜ.indicator ψ = 0 :=
    Finset.sum_eq_zero fun i _ => by by_cases hi : i ∈ U <;> simp [hi]
  have h0 : excess H (rayleigh H ψ) ψ = 0 :=
    sub_eq_zero.2 (div_mul_cancel₀ _ (normSq_pos hψ.ne_zero).ne').symm
  have hsplit := excess_add hH (rayleigh H ψ) horth
  rw [Set.indicator_self_add_compl, h0] at hsplit
  -- three nonnegative terms add up to zero
  have h1 := excess_sector hψ hin
  have h2 := (excess_sector hψ hout).1
  have h3 := coupling_nonneg hoff hedge
  obtain ⟨c, hc⟩ := h1.2 (by linarith [h1.1])
  obtain ⟨p, hp⟩ := hne
  have hc0 : c ≠ 0 := by
    rintro rfl
    have h := congrFun hc p
    exact hsupp hp (by simpa [hp] using h)
  refine Set.Subset.antisymm hsupp fun j hj => ?_
  by_contra hjU
  have h := congrFun hc j
  exact hj (by simpa [hjU, hc0] using h)
```

## (f) Symmetry maps pockets onto pockets

**Task.** Let $H_{gi,gj} = H_{ij}$ for all $g, i, j$ (`hinv`), and let $\psi$ be any sector vector. Show $gP(p) = P(gp)$.

**Solution.** For $k \in G$, an allowed step $i \to j$ goes over into an allowed step $ki \to kj$, because $H_{ki,kj} = H_{ij} \ne 0$ and
$$\psi_{ki}\psi_{kj} = \chi(k)^2\,\psi_i\psi_j = \psi_i\psi_j > 0 .$$
Induction on the path gives $kP(a) \subseteq P(ka)$ for every configuration $a$. This is `key`, where `refl` is the empty path, `tail` appends one step, and `Int.units_eq_one_or` treats $\chi(k) = 1$ and $\chi(k) = -1$ in turn. Taking $k = g$, $a = p$ gives one inclusion. Taking $k = g^{-1}$, $a = gp$ shows that $q \in P(gp)$ has $g^{-1}q \in P(p)$, so $q = g(g^{-1}q) \in gP(p)$.

```lean
omit [Fintype ι] in
/-- For `G`-invariant `H` and `ψ` in the `χ` sector, `g` maps the pocket of `p` onto the
pocket of `g • p`. -/
theorem pocket_smul {χ : G →* ℤˣ} {H : Matrix ι ι ℝ} {ψ : ι → ℝ}
    (hinv : ∀ (g : G) i j, H (g • i) (g • j) = H i j) (hψ : InSector χ ψ) (g : G) (p : ι) :
    (fun i => g • i) '' pocket H ψ p = pocket H ψ (g • p) := by
  have key : ∀ (k : G) (a b : ι), b ∈ pocket H ψ a → k • b ∈ pocket H ψ (k • a) := by
    intro k a b hb
    have hb' : Relation.ReflTransGen (fun i j => H i j ≠ 0 ∧ 0 < ψ i * ψ j) a b := hb
    clear hb
    induction hb' with
    | refl => exact Relation.ReflTransGen.refl
    | tail _ hs ih =>
      refine Relation.ReflTransGen.tail ih ⟨by rw [hinv]; exact hs.1, ?_⟩
      rw [hψ, hψ]
      rcases Int.units_eq_one_or (χ k) with h | h <;> rw [h] <;> simpa using hs.2
  ext q
  constructor
  · rintro ⟨r, hr, rfl⟩
    exact key g p r hr
  · intro hq
    exact ⟨g⁻¹ • q, by simpa using key g⁻¹ _ _ hq, by simp⟩
```

## (g) Tiling

**Task.** Let $H$ be symmetric, $G$-invariant and nonpositive off the diagonal, let $\psi$ be a sector ground state, and let $\psi_p \neq 0$. Show $\bigcup_{g} gP(p) = S$.

**Solution.** By (f) the union is $U = \bigcup_g P(gp)$, and the four conditions of (e) remain, in the order of the four goals in Lean.

1. $U$ is nonempty, since $p = 1p \in P(1p)$.
2. $U \subseteq S$. A point $q \in P(gp)$ is either $gp$, with $\psi_{gp} = \chi(g)\psi_p \ne 0$, or the end of a last step $r \to q$ with $\psi_r\psi_q > 0$. This alternative is `Relation.ReflTransGen.cases_tail`.
3. $U$ is invariant: $q \in P(gp)$ gives $kq \in P(k(gp)) = P((kg)p)$ by (f).
4. If $i \in P(gp)$, $H_{ij} \neq 0$ and $\psi_i\psi_j > 0$, then $j \in P(gp) \subseteq U$. So an edge leaving $U$ has $\psi_i\psi_j \le 0$.

```lean
/-- Discrete tiling theorem: for symmetric `G`-invariant `H` with nonpositive off-diagonal
elements and `ψ` the ground state of the `χ` sector, unique up to scale, the `G`-images of the pocket of any point
of the support of `ψ` make up the whole support. -/
theorem tiling {χ : G →* ℤˣ} {H : Matrix ι ι ℝ} {ψ : ι → ℝ}
    (hH : H.IsSymm) (hinv : ∀ (g : G) i j, H (g • i) (g • j) = H i j)
    (hoff : ∀ i j, i ≠ j → H i j ≤ 0) (hψ : IsSectorGround χ H ψ) {p : ι} (hp : ψ p ≠ 0) :
    ⋃ g : G, (fun i => g • i) '' pocket H ψ p = Function.support ψ := by
  simp only [pocket_smul hinv hψ.mem]
  refine invariant_region_eq_support hH hoff hψ ?_ ?_ ?_ ?_
  · exact ⟨(1 : G) • p, Set.mem_iUnion.2 ⟨1, Relation.ReflTransGen.refl⟩⟩
  · intro q hq
    obtain ⟨g, hg⟩ := Set.mem_iUnion.1 hq
    rcases Relation.ReflTransGen.cases_tail hg with h | ⟨r, _, hr⟩
    · rw [Function.mem_support, h, hψ.mem]
      exact mul_ne_zero (Int.cast_ne_zero.2 (χ g).ne_zero) hp
    · exact right_ne_zero_of_mul hr.2.ne'
  · intro k q hq
    obtain ⟨g, hg⟩ := Set.mem_iUnion.1 hq
    refine Set.mem_iUnion.2 ⟨k * g, ?_⟩
    rw [mul_smul, ← pocket_smul hinv hψ.mem k]
    exact ⟨q, hg, rfl⟩
  · -- a same-sign edge would extend the pocket
    intro i hi j hj hij
    obtain ⟨g, hg⟩ := Set.mem_iUnion.1 hi
    by_contra hpos
    exact hj (Set.mem_iUnion.2 ⟨g, Relation.ReflTransGen.tail hg ⟨hij, not_le.1 hpos⟩⟩)
```

The theorem does not count the pockets and says nothing about a fixed-node energy. In fixed-node work on a finite lattice model it bears on whether walkers started in one pocket miss an inequivalent region, but only for the nodes of a nondegenerate sector ground state of a Hamiltonian of this sign structure, not for those of an arbitrary trial function.

Two small cases can be read off on paper and have no theorem of their own. For trivial $G$ the statement becomes $P(p) = S$, so $\psi$ has one sign on its support. For two sites $0, 1$ with $H_{00} = H_{11} = \epsilon$, $H_{01} = H_{10} = -t$, $t > 0$, and the swap counted as odd, the sector is spanned by $(1,-1)/\sqrt2$ with energy $\epsilon + t$; the pockets are $\{0\}$ and $\{1\}$, and the swap exchanges them.

## (h) A five-site ring

Sites $0,\dots,4$ form a ring with hopping $-1$ and on-site energy $-1$ on sites 2 and 3. The group $\{1,-1\}$, `ℤˣ`, acts by $i \mapsto \pm i \bmod 5$, which fixes site 0 and exchanges $1 \leftrightarrow 4$ and $2 \leftrightarrow 3$. The character is the identity map, so the sector consists of odd vectors.

```lean
/-- A five-site ring with hopping `-1` and on-site energy `-1` on sites 2 and 3. -/
def ringH : Matrix (Fin 5) (Fin 5) ℝ :=
  !![0, -1, 0, 0, -1; -1, 0, -1, 0, 0; 0, -1, -1, -1, 0; 0, 0, -1, -1, -1; -1, 0, 0, -1, 0]
```

The candidate is $\psi = (0,1,1,-1,-1)$, of squared norm 4; the normalised amplitudes are $0, \tfrac12, \tfrac12, -\tfrac12, -\tfrac12$.

```lean
/-- The amplitudes `(0, 1, 1, -1, -1)` on the five-site ring. -/
def ringState : Fin 5 → ℝ := ![0, 1, 1, -1, -1]
```

**Task.** Show that `ringH` is symmetric, invariant and nonpositive off the diagonal, and that $\psi$ is the ground state of the odd sector.

**Solution.** The three matrix properties are read off entry by entry (`fin_cases`). An odd vector has $v_0 = 0$, $v_3 = -v_2$, $v_4 = -v_1$ (`hodd`). Then $Hv = (0, -v_2, -v_1, v_1, v_2)$, so $v\cdot Hv = -4v_1v_2$ and $v\cdot v = 2v_1^2 + 2v_2^2$, and
$$v\cdot Hv + v\cdot v = 2(v_1 - v_2)^2 ,$$
which is `key`. Thus $R(v) \ge -1$ for nonzero odd $v$, and $R(\psi) = -4/4 = -1$ (`hR`). Equality forces $v_2 = v_1$, that is $v = v_1\psi$. By inspection the pockets in the support are $\{1,2\}$ and $\{3,4\}$, separated by the zero at site 0 and by the sign change across the edge from 2 to 3.

```lean
/-- With `{1, -1}` acting on the ring by `i ↦ ±i`, `ringH` is symmetric, invariant, has
nonpositive off-diagonal elements, and `ringState` is the ground state of the odd sector. -/
theorem tiling_witness :
    ringH.IsSymm ∧ (∀ (g : ℤˣ) i j, ringH (g • i) (g • j) = ringH i j) ∧
      (∀ i j, i ≠ j → ringH i j ≤ 0) ∧ IsSectorGround (MonoidHom.id ℤˣ) ringH ringState := by
  have hneg : ∀ i : Fin 5, (-1 : ℤˣ) • i = -i := by
    decide
  have hodd : ∀ v : Fin 5 → ℝ, InSector (MonoidHom.id ℤˣ) v →
      v 0 = 0 ∧ v 3 = -v 2 ∧ v 4 = -v 1 := by
    intro v hv
    have h : ∀ i, v (-i) = -v i := fun i => by simpa [hneg] using hv (-1) i
    have h0 : v 0 = -v 0 := h 0
    exact ⟨by linarith, h 2, h 1⟩
  have key : ∀ v : Fin 5 → ℝ, InSector (MonoidHom.id ℤˣ) v →
      v ⬝ᵥ ringH *ᵥ v + v ⬝ᵥ v = 2 * (v 1 - v 2) ^ 2 := by
    intro v hv
    obtain ⟨h0, h3, h4⟩ := hodd v hv
    simp [dotProduct, mulVec, Fin.sum_univ_five, ringH, h0, h3, h4]
    ring
  have hR : rayleigh ringH ringState = -1 := by
    simp [rayleigh, dotProduct, mulVec, Fin.sum_univ_five, ringH, ringState]
    norm_num
  refine ⟨?_, fun g i j => ?_, fun i j _ => ?_, fun h => ?_, fun g i => ?_,
    fun v hv h0 => ?_, fun v hv h0 h => ?_⟩
  · ext i j
    fin_cases i <;> fin_cases j <;> rfl
  · rcases Int.units_eq_one_or g with rfl | rfl
    · simp
    · rw [hneg, hneg]
      fin_cases i <;> fin_cases j <;> rfl
  · fin_cases i <;> fin_cases j <;> simp [ringH]
  · simpa [ringState] using congrFun h 1
  · rcases Int.units_eq_one_or g with rfl | rfl
    · simp
    · rw [hneg]
      fin_cases i <;> simp [ringState]
  · rw [hR, rayleigh, le_div_iff₀ (normSq_pos h0)]
    nlinarith [key v hv, sq_nonneg (v 1 - v 2)]
  · rw [hR, rayleigh, div_eq_iff (normSq_pos h0).ne'] at h
    have hsq : (v 1 - v 2) ^ 2 = 0 := by linarith [key v hv]
    have h2 : v 2 = v 1 := by linarith [pow_eq_zero_iff (two_ne_zero) |>.1 hsq]
    obtain ⟨h0, h3, h4⟩ := hodd v hv
    refine ⟨v 1, funext fun i => ?_⟩
    fin_cases i <;> simp [ringState, h0, h2, h3, h4]

end

end DiscreteTiling
```

```lean
#print axioms DiscreteTiling.tiling
```

```
'DiscreteTiling.tiling' depends on axioms: [propext, Classical.choice, Quot.sound]
```
